# A factorial bound on the off-diagonal decay of the exponential of a tridiagonal matrix

The sites of an open chain are numbered by `Fin n`, and `siteDist i j` is their distance $d=|i-j|$; a real or complex matrix $H$ is tridiagonal (`IsTridiagonal`) if $H_{ij}=0$ whenever $d>1$. The number $h$ bounds every absolute row sum, $\sum_j|H_{ij}|\le h$, and $t$ is a scalar from the same field as the entries of $H$.

```lean
import Mathlib

open Finset

namespace BoltzmannLocality

noncomputable section

variable {ι : Type*} [Fintype ι] [DecidableEq ι] {𝕜 : Type*} [RCLike 𝕜] {n : ℕ}

/-- The distance `|i - j|` between two sites of a chain. -/
def siteDist (i j : Fin n) : ℕ := (((i : ℕ) : ℤ) - ((j : ℕ) : ℤ)).natAbs

/-- A matrix on a chain is tridiagonal if it couples no sites further apart than neighbours. -/
def IsTridiagonal (H : Matrix (Fin n) (Fin n) 𝕜) : Prop :=
  ∀ i j, 1 < siteDist i j → H i j = 0

/-- The `k`-th power of a tridiagonal matrix has no entries beyond distance `k`. -/
theorem pow_entry_eq_zero {H : Matrix (Fin n) (Fin n) 𝕜} (hH : IsTridiagonal H)
    (k : ℕ) (i j : Fin n) (hk : k < siteDist i j) : (H ^ k) i j = 0 := by
  induction k generalizing i with
  | zero =>
    have hij : i ≠ j := by
      rintro rfl
      simp [siteDist] at hk
    rw [pow_zero, Matrix.one_apply_ne hij]
  | succ k ih =>
    rw [pow_succ', Matrix.mul_apply]
    refine Finset.sum_eq_zero fun l _ => ?_
    -- either the first hop is too long, or the remaining `k` hops cannot reach `j`
    by_cases hl : 1 < siteDist i l
    · rw [hH i l hl, zero_mul]
    · rw [ih l (by unfold siteDist at *; omega), mul_zero]

/-- If the absolute row sums of `H` are at most `h`, those of `H ^ k` are at most `h ^ k`. -/
theorem pow_row_sum_le {H : Matrix ι ι 𝕜} {h : ℝ} (hrow : ∀ i, ∑ j, ‖H i j‖ ≤ h)
    (k : ℕ) (i : ι) : ∑ j, ‖(H ^ k) i j‖ ≤ h ^ k := by
  have h0 : 0 ≤ h := (Finset.sum_nonneg fun j _ => norm_nonneg (H i j)).trans (hrow i)
  induction k generalizing i with
  | zero => simp [Matrix.one_apply, apply_ite norm]
  | succ k ih =>
    calc ∑ j, ‖(H ^ (k + 1)) i j‖
        ≤ ∑ j, ∑ l, ‖H i l‖ * ‖(H ^ k) l j‖ := by
          refine Finset.sum_le_sum fun j _ => ?_
          rw [pow_succ', Matrix.mul_apply]
          refine (norm_sum_le _ _).trans (le_of_eq ?_)
          exact Finset.sum_congr rfl fun l _ => norm_mul _ _
      _ = ∑ l, ‖H i l‖ * ∑ j, ‖(H ^ k) l j‖ := by
          rw [Finset.sum_comm]
          exact Finset.sum_congr rfl fun l _ => (Finset.mul_sum _ _ _).symm
      _ ≤ ∑ l, ‖H i l‖ * h ^ k :=
          Finset.sum_le_sum fun l _ => mul_le_mul_of_nonneg_left (ih l) (norm_nonneg _)
      _ = (∑ l, ‖H i l‖) * h ^ k := (Finset.sum_mul _ _ _).symm
      _ ≤ h * h ^ k := mul_le_mul_of_nonneg_right (hrow i) (pow_nonneg h0 k)
      _ = h ^ (k + 1) := (pow_succ' h k).symm

/-- A finite-dimensional normed algebra over the real or complex numbers is complete. -/
theorem complete_of_finite {A : Type*} [NormedRing A] [NormedAlgebra 𝕜 A]
    (hA : FiniteDimensional 𝕜 A) : CompleteSpace A := by
  have := hA
  exact FiniteDimensional.complete 𝕜 A

/-- Each entry of `exp (t H)` is the sum of its power series in `t`. -/
theorem exp_entry_hasSum (H : Matrix ι ι 𝕜) (t : 𝕜) (i j : ι) :
    HasSum (fun k : ℕ => t ^ k / (k.factorial : 𝕜) * (H ^ k) i j)
      (NormedSpace.exp (t • H) i j) := by
  have hf : (fun k : ℕ => t ^ k / (k.factorial : 𝕜) * (H ^ k) i j) =
      fun k : ℕ => ((k.factorial : 𝕜)⁻¹ • (t • H) ^ k) i j := by
    funext k
    rw [smul_pow, Matrix.smul_apply, Matrix.smul_apply, smul_eq_mul, smul_eq_mul]
    ring
  rw [hf]
  have hfin : FiniteDimensional 𝕜 (Matrix ι ι 𝕜) := inferInstance
  -- the maximal absolute row sum is a norm in which the series converges
  let : NormedRing (Matrix ι ι 𝕜) := Matrix.linftyOpNormedRing
  let : NormedAlgebra 𝕜 (Matrix ι ι 𝕜) := Matrix.linftyOpNormedAlgebra
  have := complete_of_finite (𝕜 := 𝕜) (A := Matrix ι ι 𝕜) hfin
  have hs : HasSum (fun k : ℕ => (k.factorial : 𝕜)⁻¹ • (t • H) ^ k)
      (NormedSpace.exp (t • H)) := NormedSpace.exp_series_hasSum_exp' _
  exact hs.map (Matrix.entryAddMonoidHom 𝕜 i j) (continuous_id.matrix_elem i j)

/-- On any finite set of orbitals, let the absolute row sums of `H` be at most `h`. If no power of
`H` below the `d`-th couples `i` to `j`, that entry of `exp (t H)` is at most
`(|t| h)^d exp(|t| h) / d!` in absolute value. -/
theorem exp_entry_le_of_pow_eq_zero {H : Matrix ι ι 𝕜} {h : ℝ}
    (hrow : ∀ i, ∑ j, ‖H i j‖ ≤ h) (t : 𝕜) (i j : ι) (d : ℕ)
    (hd : ∀ k < d, (H ^ k) i j = 0) :
    ‖NormedSpace.exp (t • H) i j‖ ≤
      (‖t‖ * h) ^ d * Real.exp (‖t‖ * h) / (d.factorial : ℝ) := by
  have h0 : 0 ≤ h := (Finset.sum_nonneg fun j _ => norm_nonneg (H i j)).trans (hrow i)
  have hx : 0 ≤ ‖t‖ * h := mul_nonneg (norm_nonneg t) h0
  -- drop the first `d` terms, which vanish
  have hs := (hasSum_nat_add_iff' d).2 (exp_entry_hasSum H t i j)
  rw [Finset.sum_eq_zero (fun k hk => by rw [hd k (Finset.mem_range.1 hk), mul_zero]),
    sub_zero] at hs
  have he : HasSum (fun m : ℕ => ((m.factorial : ℝ)⁻¹) • (‖t‖ * h) ^ m)
      (Real.exp (‖t‖ * h)) := by
    rw [Real.exp_eq_exp_ℝ]
    exact NormedSpace.exp_series_hasSum_exp' _
  have hg := he.mul_left ((‖t‖ * h) ^ d / (d.factorial : ℝ))
  refine (hs.norm_le_of_bounded hg fun m => ?_).trans (le_of_eq (by ring))
  have hentry : ‖(H ^ (m + d)) i j‖ ≤ h ^ (m + d) :=
    (Finset.single_le_sum (f := fun j => ‖(H ^ (m + d)) i j‖)
      (fun _ _ => norm_nonneg _) (Finset.mem_univ j)).trans (pow_row_sum_le hrow _ i)
  have hfac : (m.factorial : ℝ) * (d.factorial : ℝ) ≤ ((m + d).factorial : ℝ) := by
    exact_mod_cast Nat.le_of_dvd (Nat.factorial_pos _)
      (Nat.factorial_mul_factorial_dvd_factorial_add m d)
  have hpos : 0 < (m.factorial : ℝ) * (d.factorial : ℝ) := by positivity
  calc ‖t ^ (m + d) / ((m + d).factorial : 𝕜) * (H ^ (m + d)) i j‖
      = ‖t‖ ^ (m + d) / ((m + d).factorial : ℝ) * ‖(H ^ (m + d)) i j‖ := by
        rw [norm_mul, norm_div, norm_pow, RCLike.norm_natCast]
    _ ≤ ‖t‖ ^ (m + d) / ((m + d).factorial : ℝ) * h ^ (m + d) :=
        mul_le_mul_of_nonneg_left hentry (by positivity)
    _ = (‖t‖ * h) ^ (m + d) / ((m + d).factorial : ℝ) := by rw [mul_pow]; ring
    _ ≤ (‖t‖ * h) ^ (m + d) / ((m.factorial : ℝ) * (d.factorial : ℝ)) :=
        div_le_div_of_nonneg_left (pow_nonneg hx _) hpos hfac
    _ = (‖t‖ * h) ^ d / (d.factorial : ℝ) * ((m.factorial : ℝ)⁻¹ • (‖t‖ * h) ^ m) := by
        rw [smul_eq_mul, pow_add]
        field_simp

/-- For a tridiagonal `H` with absolute row sums at most `h`, the entry of `exp (t H)` between
sites at distance `d` is at most `(|t| h)^d exp(|t| h) / d!` in absolute value. -/
theorem exp_tridiagonal_entry_le {H : Matrix (Fin n) (Fin n) 𝕜} (hH : IsTridiagonal H)
    {h : ℝ} (hrow : ∀ i, ∑ j, ‖H i j‖ ≤ h) (t : 𝕜) (i j : Fin n) :
    ‖NormedSpace.exp (t • H) i j‖ ≤ (‖t‖ * h) ^ siteDist i j * Real.exp (‖t‖ * h) /
      ((siteDist i j).factorial : ℝ) :=
  exp_entry_le_of_pow_eq_zero hrow t i j _ fun k hk => pow_entry_eq_zero hH k i j hk

/-- For a tridiagonal `H` with absolute row sums at most `h`, the entries of `exp (t H)` decay
with distance at least as fast as `q^d` for every `q > 0`, with a prefactor that depends only on
`|t| h` and `q`. -/
theorem exp_tridiagonal_superexponential {H : Matrix (Fin n) (Fin n) 𝕜}
    (hH : IsTridiagonal H) {h : ℝ} (hrow : ∀ i, ∑ j, ‖H i j‖ ≤ h) (t : 𝕜)
    {q : ℝ} (hq : 0 < q) (i j : Fin n) :
    ‖NormedSpace.exp (t • H) i j‖ ≤
      Real.exp (‖t‖ * h + ‖t‖ * h / q) * q ^ siteDist i j := by
  have h0 : 0 ≤ h := (Finset.sum_nonneg fun j _ => norm_nonneg (H i j)).trans (hrow i)
  have hx : 0 ≤ ‖t‖ * h / q := div_nonneg (mul_nonneg (norm_nonneg t) h0) hq.le
  refine (exp_tridiagonal_entry_le hH hrow t i j).trans ?_
  generalize siteDist i j = d
  -- one term of the exponential series is at most the whole series
  have hterm := Real.pow_div_factorial_le_exp (‖t‖ * h / q) hx d
  have hsplit : (‖t‖ * h) ^ d = (‖t‖ * h / q) ^ d * q ^ d := by
    rw [← mul_pow, div_mul_cancel₀ _ hq.ne']
  calc (‖t‖ * h) ^ d * Real.exp (‖t‖ * h) / (d.factorial : ℝ)
      = (‖t‖ * h / q) ^ d / (d.factorial : ℝ) * (Real.exp (‖t‖ * h) * q ^ d) := by
        rw [hsplit]; ring
    _ ≤ Real.exp (‖t‖ * h / q) * (Real.exp (‖t‖ * h) * q ^ d) :=
        mul_le_mul_of_nonneg_right hterm (by positivity)
    _ = Real.exp (‖t‖ * h + ‖t‖ * h / q) * q ^ d := by rw [Real.exp_add]; ring

end

end BoltzmannLocality
```

```lean
#print axioms BoltzmannLocality.exp_tridiagonal_superexponential
```

```
'BoltzmannLocality.exp_tridiagonal_superexponential' depends on axioms: [propext, Classical.choice, Quot.sound]
```

## The bound and the chain it describes

With $x=|t|h$, `exp_tridiagonal_entry_le` states that

$$|(e^{tH})_{ij}|\le \frac{x^d e^x}{d!}.$$

In the code, `𝕜` is $\mathbb R$ or $\mathbb C$, `‖·‖` is the absolute value, and `NormedSpace.exp (t • H) i j` is the $(i,j)$ entry of the matrix exponential. $H$ need not be Hermitian.

Let $H$ be the one-particle Hamiltonian matrix of a non-interacting open chain with one orthonormal orbital per site and nearest-neighbour hopping. Then $t=-\beta$ gives the one-particle Boltzmann operator at inverse temperature $\beta$, and $t=-i\tau/\hbar$ gives the propagator over a time $\tau$. If the on-site energy is $\varepsilon$ and the hopping amplitude is $\gamma$, then $h=|\varepsilon|+2|\gamma|$ will do. The bound concerns the exponential itself, not the Fermi function or a zero-temperature density matrix.

The theorem `exp_tridiagonal_superexponential` compares the decay with an exponential of any rate: for every $q>0$,

$$|(e^{tH})_{ij}|\le e^{x+x/q}\,q^d .$$

The prefactor does not depend on the chain length $n$.

The more general `exp_entry_le_of_pow_eq_zero` takes any finite set of orbitals `ι` and any number $d$ for which $(H^k)_{ij}=0$ for all $k<d$. On a ring, for example, $d$ can be the shortest number of hops from $i$ to $j$.

## Counting hops in the power series

**Powers have a finite reach.** If $k<|i-j|$, then $(H^k)_{ij}=0$. For $k=0$ this is an off-diagonal entry of the identity. For the next power, write

$$(H^{k+1})_{ij}=\sum_l H_{il}(H^k)_{lj},\qquad k+1<|i-j|.$$

If $|i-l|>1$, the first factor vanishes. Otherwise $|l-j|\ge|i-j|-1>k$, and the second factor vanishes by induction. `pow_entry_eq_zero` makes the same case split, and `omega` supplies the inequality between distances.

**Powers have bounded entries.** The triangle inequality and an exchange of sums give

$$\sum_j|(H^{k+1})_{ij}|\le\sum_l|H_{il}|\sum_j|(H^k)_{lj}|\le h\cdot h^k .$$

By induction, the row sums of $H^k$ are at most $h^k$, which is `pow_row_sum_le`. A single entry is no larger than its row sum, so $|(H^k)_{ij}|\le h^k$.

**The series starts at order $d$.** `exp_entry_hasSum` reads the exponential entry by entry:

$$(e^{tH})_{ij}=\sum_{k\ge0}\frac{t^k}{k!}(H^k)_{ij}.$$

It takes the maximal absolute row sum as the matrix norm, uses `complete_of_finite` for completeness, and passes the convergent series through the continuous map that picks out one entry. The first $d$ terms vanish, and `hasSum_nat_add_iff'` removes them. Setting $k=m+d$ and using $m!\,d!\le(m+d)!$,

$$|(e^{tH})_{ij}|\le\sum_{m\ge0}\frac{x^{m+d}}{(m+d)!}\le\frac{x^d}{d!}\sum_{m\ge0}\frac{x^m}{m!}=\frac{x^d e^x}{d!}.$$

In Lean, the factorial inequality comes from the divisibility of $(m+d)!$ by $m!\,d!$, and `norm_le_of_bounded` carries the termwise comparison over to the sums.

**The factorial beats every power.** One term of an exponential series of non-negative terms is at most the whole sum, so

$$\frac{x^d}{d!}=q^d\,\frac{(x/q)^d}{d!}\le q^d e^{x/q}.$$

Multiplying by $e^x$ gives the second bound.

## Choosing a bandwidth for the Boltzmann operator

Take $\beta h=2$. At $d=10$ the bound is about $2\times10^{-3}$, and at $d=20$ it is about $3\times10^{-12}$. It keeps falling after that, since each further site multiplies it by $2/(d+1)$. A calculation that stores only the entries with $|i-j|<20$ therefore keeps at most 39 numbers per row, and each discarded entry of the exact exponential is at most about $3\times10^{-12}$ in absolute value. At fixed $\beta h$ and fixed tolerance, storage for this nearest-neighbour model grows linearly with $n$. Lowering the temperature raises $\beta h$ and widens the band that the bound prescribes.
